# The optimal damping step on a downhill closed-shell Hartree–Fock density segment

The energy along a line between two density matrices can be postulated to be a parabola, or it can be computed from the Hartree–Fock expression. Here it is computed. The input is a core Hamiltonian h and an array of two-electron integrals, and the slope and the quadratic coefficient are traces built from them. The density matrices D and D' are arbitrary real matrices: neither symmetry, nor electron number, nor idempotency is imposed, because the argument uses none of them. The results therefore hold in particular for physical densities.

The result describes the line search inside optimally damped self-consistent-field iterations, for closed-shell Hartree–Fock theory in a finite real basis. It concerns a single search. How D' is chosen, and whether repeated searches converge, are separate questions.

## Integrals, Fock matrix and energy

The orbitals are labelled by a finite type `n`, and matrices over it have real entries.

```lean
import Mathlib

open Matrix

namespace OptimalDamping

noncomputable section

variable {n : Type*} [Fintype n]
```

The integrals (pq|rt) are in charge-density order: p and q belong to one electron, r and t to the other. Two symmetries are assumed,

(pq|rt) = (rt|pq) and (pq|rt) = (qp|tr).

The first exchanges the electrons. The second exchanges the orbitals within both pairs at once. Real orbitals satisfy both, and also the exchange within a single pair, which is not needed.

```lean
/-- Permutation symmetry of the two-electron integrals `(pq|rt)` over real orbitals:
exchange of the two electrons, and simultaneous exchange of the orbitals within both pairs. -/
def IntegralSymmetry (g : n → n → n → n → ℝ) : Prop :=
  (∀ p q r t, g p q r t = g r t p q) ∧ ∀ p q r t, g p q r t = g q p t r
```

The density is summed over spin, so a doubly occupied orbital contributes 2. With this convention the Coulomb-exchange matrix is

G_pq(D) = Σ_rt [(pq|rt) − ½ (pr|qt)] D_rt.

```lean
/-- The closed-shell Coulomb-exchange matrix `G(D)`: Coulomb minus half of exchange. -/
def meanField (g : n → n → n → n → ℝ) (D : Matrix n n ℝ) : Matrix n n ℝ :=
  Matrix.of fun p q => ∑ r, ∑ t, (g p q r t - g p r q t / 2) * D r t
```

Adding the core Hamiltonian gives the Fock matrix, F(D) = h + G(D).

```lean
/-- The Fock matrix `F(D) = h + G(D)`. -/
def fock (h : Matrix n n ℝ) (g : n → n → n → n → ℝ) (D : Matrix n n ℝ) : Matrix n n ℝ :=
  h + meanField g D
```

The electronic energy counts each pair interaction once, hence the factor ½:

E(D) = Tr hD + ½ Tr G(D)D.

```lean
/-- The closed-shell Hartree-Fock energy `Tr hD + (1/2) Tr G(D)D`. -/
def energy (h : Matrix n n ℝ) (g : n → n → n → n → ℝ) (D : Matrix n n ℝ) : ℝ :=
  trace (h * D) + 1 / 2 * trace (meanField g D * D)
```

## The segment and its two coefficients

For 0 ≤ x ≤ 1 the damped density is

(1 − x)D + xD' = D + xΔ, where Δ = D' − D.

A mixture of two single-determinant densities is in general not itself the density of a single determinant. The energy along the segment is the functional E evaluated at the mixture.

```lean
/-- The damped density `(1 - x) D + x D'`. -/
def mix (D D' : Matrix n n ℝ) (x : ℝ) : Matrix n n ℝ := (1 - x) • D + x • D'
```

The slope is the Fock matrix contracted with the density change,

s = Tr F(D)Δ.

```lean
/-- The slope `s = Tr F(D)(D' - D)`. -/
def slope (h : Matrix n n ℝ) (g : n → n → n → n → ℝ) (D D' : Matrix n n ℝ) : ℝ :=
  trace (fock h g D * (D' - D))
```

The quadratic coefficient is the interaction energy of the density change with itself,

c = ½ Tr G(Δ)Δ.

It may have either sign. The Lean name `curvature` refers to c, which is half the second derivative of the energy in x.

```lean
/-- The quadratic coefficient `c = (1/2) Tr G(D' - D)(D' - D)`. -/
def curvature (g : n → n → n → n → ℝ) (D D' : Matrix n n ℝ) : ℝ :=
  1 / 2 * trace (meanField g (D' - D) * (D' - D))
```

If the energy is E(D) + sx + cx², its derivative is s + 2cx. Let s < 0. When 2c ≤ −s, every x with 0 ≤ x < 1 satisfies

s + 2cx ≤ s(1 − x) < 0,

so the energy falls all the way to x = 1. When 2c > −s, the derivative vanishes at x = −s/(2c), which lies strictly between 0 and 1. This gives the step rule.

```lean
/-- The damping rule for slope `s < 0` and quadratic coefficient `c`: a full step if
`2c ≤ -s`, and `-s/(2c)` otherwise. On the domain `s < 0` the denominator is positive
whenever it is used. -/
def optimalStep (s c : ℝ) : ℝ := if 2 * c ≤ -s then 1 else -s / (2 * c)
```

## Why the energy is exactly quadratic

Each entry of G(D) is a linear combination of entries of D, so

G(A + xB) = G(A) + xG(B).

The proof compares entries and then the terms of the double sum.

```lean
/-- The Coulomb-exchange matrix is linear in the density. -/
theorem meanField_add_smul (g : n → n → n → n → ℝ) (A B : Matrix n n ℝ) (x : ℝ) :
    meanField g (A + x • B) = meanField g A + x • meanField g B := by
  ext p q
  simp only [meanField, Matrix.of_apply, Matrix.add_apply, Matrix.smul_apply, smul_eq_mul,
    Finset.mul_sum, ← Finset.sum_add_distrib]
  exact Finset.sum_congr rfl fun r _ => Finset.sum_congr rfl fun t _ => by ring
```

The expansion of the energy will contain two cross terms, Tr G(D)Δ and Tr G(Δ)D. They agree because of the integral symmetry. Written out,

Tr G(A)B = Σ_pqrt [(pq|rt) − ½ (pr|qt)] A_rt B_qp.

Rename the indices in reverse order, p ↔ t and q ↔ r. The density factors become A_qp B_rt, as required for Tr G(B)A. The integrals are unchanged, since

(pq|rt) = (rt|pq) = (tr|qp),

(pr|qt) = (qt|pr) = (tq|rp).

In the proof, `expand` writes the trace as a fourfold sum, `flat` turns it into one sum over quadruples, and `Fintype.sum_equiv` reverses the quadruple. The equalities `h1` and `h2` are the two lines above.

```lean
/-- For integrals with the permutation symmetry of real orbitals, the interaction
`Tr G(A)B` of two densities is symmetric in `A` and `B`. -/
theorem trace_meanField_comm {g : n → n → n → n → ℝ} (hg : IntegralSymmetry g)
    (A B : Matrix n n ℝ) :
    trace (meanField g A * B) = trace (meanField g B * A) := by
  have expand : ∀ X Y : Matrix n n ℝ, trace (meanField g X * Y) =
      ∑ p, ∑ q, ∑ r, ∑ t, (g p q r t - g p r q t / 2) * X r t * Y q p := by
    intro X Y
    simp only [Matrix.trace, Matrix.diag_apply, Matrix.mul_apply, meanField,
      Matrix.of_apply, Finset.sum_mul]
  have flat : ∀ f : n → n → n → n → ℝ, ∑ p, ∑ q, ∑ r, ∑ t, f p q r t =
      ∑ x : n × n × n × n, f x.1 x.2.1 x.2.2.1 x.2.2.2 := by
    intro f
    simp only [Fintype.sum_prod_type]
  rw [expand A B, expand B A]
  -- reverse the order of the four orbital indices
  refine (flat _).trans (Eq.trans ?_ (flat _).symm)
  refine Fintype.sum_equiv
    ⟨fun x => (x.2.2.2, x.2.2.1, x.2.1, x.1), fun x => (x.2.2.2, x.2.2.1, x.2.1, x.1),
      fun _ => rfl, fun _ => rfl⟩ _ _ ?_
  rintro ⟨p, q, r, t⟩
  have h1 : g p q r t = g t r q p := (hg.1 p q r t).trans (hg.2 r t p q)
  have h2 : g p r q t = g t q r p := (hg.1 p r q t).trans (hg.2 q t p r)
  simp only [Equiv.coe_fn_mk]
  rw [h1, h2]
  ring
```

Now insert D + xΔ into the energy:

E(D + xΔ) = Tr hD + x Tr hΔ + ½ Tr G(D)D + ½x [Tr G(D)Δ + Tr G(Δ)D] + ½x² Tr G(Δ)Δ.

The bracket equals 2 Tr G(D)Δ, and therefore

E(D + xΔ) = E(D) + x Tr F(D)Δ + ½x² Tr G(Δ)Δ = E(D) + sx + cx².

This holds for every real x, and it identifies s as the derivative of the energy at x = 0. The simplifier performs the expansion, and the final `linear_combination` uses the symmetry of the cross terms with weight x/2.

```lean
/-- For integrals with the permutation symmetry of real orbitals, the Hartree-Fock energy
along a density segment is exactly `E(D) + s x + c x²`. -/
theorem energy_mix {g : n → n → n → n → ℝ} (hg : IntegralSymmetry g)
    (h D D' : Matrix n n ℝ) (x : ℝ) :
    energy h g (mix D D' x) =
      energy h g D + slope h g D D' * x + curvature g D D' * x ^ 2 := by
  have hm : mix D D' x = D + x • (D' - D) := by
    unfold mix
    module
  rw [hm]
  simp only [energy, slope, curvature, fock, meanField_add_smul, Matrix.mul_add,
    Matrix.add_mul, Matrix.smul_mul, Matrix.mul_smul, Matrix.trace_add, Matrix.trace_smul,
    smul_eq_mul]
  -- the two cross terms coincide
  linear_combination (x / 2) * trace_meanField_comm hg (D' - D) D
```

## Minimizing the parabola on [0,1]

For c > 0 put x₀ = −s/(2c). Then

sx₀ + cx₀² = −s²/(2c) + s²/(4c) = −s²/(4c).

The Lean proof works with the equivalent relation −s = 2cx₀, which keeps the algebra polynomial.

```lean
/-- For `c > 0` the parabola `s x + c x²` takes the value `-s²/(4c)` at `x = -s/(2c)`. -/
theorem vertex_value (s : ℝ) {c : ℝ} (hc : 0 < c) :
    s * (-s / (2 * c)) + c * (-s / (2 * c)) ^ 2 = -(s ^ 2 / (4 * c)) := by
  have h : -s = -s / (2 * c) * (2 * c) := (div_eq_iff (by positivity)).mp rfl
  generalize -s / (2 * c) = x at h ⊢
  have h2 : s ^ 2 / (4 * c) = c * x ^ 2 := by
    rw [div_eq_iff (by positivity)]
    linear_combination (2 * c * x - s) * h
  rw [h2]
  linear_combination (-x) * h
```

To show that the minimizer is unique, compare the step with any other point y of [0,1]. If 2c ≤ −s, the step is 1 and the energy difference factors:

(sy + cy²) − (s + c) = (1 − y)[−s − c(1 + y)].

The first factor is positive because y < 1. The second can be written as

−s − c(1 + y) = ½(1 + y)(−s − 2c) + ½(−s)(1 − y),

a nonnegative term plus a positive one. This covers zero and negative c as well.

If 2c > −s, then c > 0, and completing the square gives

(sy + cy²) − (sx₀ + cx₀²) = c(y − x₀)² > 0 for y ≠ x₀.

The two branches of the proof follow these two cases. The `nlinarith` calls receive the products that make up the first argument, and the equation `e` is the completed square.

```lean
/-- For `s < 0`, every point of `[0,1]` other than the optimal step gives a strictly larger
value of `s x + c x²`. -/
theorem optimalStep_lt {s c y : ℝ} (hs : s < 0) (hy : y ∈ Set.Icc (0 : ℝ) 1)
    (hne : y ≠ optimalStep s c) :
    s * optimalStep s c + c * optimalStep s c ^ 2 < s * y + c * y ^ 2 := by
  by_cases hc : 2 * c ≤ -s
  · simp only [optimalStep, if_pos hc] at hne ⊢
    have hy1 : 0 < 1 - y := sub_pos.mpr (lt_of_le_of_ne hy.2 hne)
    have h1 : 0 < -s - c * (1 + y) := by
      nlinarith [mul_pos (neg_pos.mpr hs) hy1,
        mul_nonneg (by linarith [hy.1] : 0 ≤ 1 + y) (sub_nonneg.mpr hc)]
    -- the energy difference factors through `1 - y`
    nlinarith [mul_pos hy1 h1]
  · simp only [optimalStep, if_neg hc] at hne ⊢
    have hc0 : 0 < c := by linarith
    have h : -s = -s / (2 * c) * (2 * c) := (div_eq_iff (by positivity)).mp rfl
    generalize -s / (2 * c) = x at h hne ⊢
    have hd : y - x ≠ 0 := sub_ne_zero.mpr hne
    have hp : 0 < c * (y - x) ^ 2 := by positivity
    -- complete the square
    have e : s * y + c * y ^ 2 - (s * x + c * x ^ 2) = c * (y - x) ^ 2 := by
      linear_combination (x - y) * h
    linarith
```

## The optimal step for the Hartree–Fock energy

The main theorem joins the energy formula to the scalar minimization. Its hypothesis `hg` is the integral symmetry, `hS` and `hC` give the names s and c to the computed slope and quadratic coefficient, and `hs` says that the segment starts downhill. The conclusion has four parts:

- The step lies in (0,1], written `Set.Ioc (0 : ℝ) 1`.
- Every other point of [0,1] has strictly higher energy.
- If 2c ≤ −s, the step is 1 and the energy there is at most E(D) + s/2.
- If −s < 2c, the step is −s/(2c) and the energy there is exactly E(D) − s²/(4c).

The bound in the third part follows from c ≤ −s/2:

E(D') = E(D) + s + c ≤ E(D) + s/2.

The proof first rewrites all energies with `energy_mix`. The second part is then `optimalStep_lt`, and the value in the fourth is `vertex_value`.

```lean
/-- Optimal damping: for integrals with the permutation symmetry of real orbitals, let the segment
from `D` to `D'` have slope `s < 0` and quadratic coefficient `c`. The optimal step lies in `(0,1]`
and is the unique minimizer of the Hartree-Fock energy along the segment, for parameters in `[0,1]`.
The step is `1` with energy at most `E(D) + s/2` if `2c ≤ -s`, and `-s/(2c)` with energy
`E(D) - s²/(4c)` otherwise. -/
theorem optimal_damping {g : n → n → n → n → ℝ} (hg : IntegralSymmetry g)
    (h D D' : Matrix n n ℝ) {s c : ℝ} (hS : slope h g D D' = s)
    (hC : curvature g D D' = c) (hs : s < 0) :
    optimalStep s c ∈ Set.Ioc (0 : ℝ) 1 ∧
    (∀ y ∈ Set.Icc (0 : ℝ) 1, y ≠ optimalStep s c →
      energy h g (mix D D' (optimalStep s c)) < energy h g (mix D D' y)) ∧
    (2 * c ≤ -s → optimalStep s c = 1 ∧
      energy h g (mix D D' (optimalStep s c)) ≤ energy h g D + s / 2) ∧
    (-s < 2 * c → optimalStep s c = -s / (2 * c) ∧
      energy h g (mix D D' (optimalStep s c)) = energy h g D - s ^ 2 / (4 * c)) := by
  simp only [energy_mix hg, hS, hC]
  refine ⟨?_, fun y hy hne => ?_, fun hc => ?_, fun hc => ?_⟩
  · by_cases hc : 2 * c ≤ -s
    · simp only [optimalStep, if_pos hc]
      exact ⟨one_pos, le_rfl⟩
    · simp only [optimalStep, if_neg hc]
      have hc2 : 0 < 2 * c := by linarith
      exact ⟨div_pos (by linarith) hc2, (div_le_one hc2).mpr (by linarith)⟩
  · linarith [optimalStep_lt hs hy hne]
  · have hx : optimalStep s c = 1 := if_pos hc
    rw [hx]
    exact ⟨rfl, by linarith⟩
  · have hx : optimalStep s c = -s / (2 * c) := if_neg (not_le_of_gt hc)
    rw [hx]
    exact ⟨rfl, by linarith [vertex_value s (by linarith : 0 < c)]⟩
```

## A decrease guaranteed by a curvature bound

Let K be an upper bound on c with −s ≤ 2K. The step is still computed from c itself; K enters only the estimate of the decrease. Since s < 0, K is positive. For a full step the decrease is at least −s/2, and

s²/(4K) = (−s/2) · (−s/(2K)) ≤ −s/2.

For a damped step the decrease is s²/(4c), which is at least s²/(4K) because 0 < c ≤ K. In both cases

E(optimal step) ≤ E(D) − s²/(4K).

The constant K stands for a limit on how strongly the density change can repel itself. It is a hypothesis here, not derived from the integrals. The condition −s ≤ 2K can always be met by enlarging K, which weakens the guaranteed decrease.

```lean
/-- Guaranteed decrease: for integrals with the permutation symmetry of real orbitals, let the
segment from `D` to `D'` have slope `s` and quadratic coefficient `c`. If `s < 0`, `c ≤ K` and
`-s ≤ 2K`, the optimally damped step lowers the Hartree-Fock energy by at least `s²/(4K)`. -/
theorem energy_decrease {g : n → n → n → n → ℝ} (hg : IntegralSymmetry g)
    (h D D' : Matrix n n ℝ) {s c K : ℝ} (hS : slope h g D D' = s)
    (hC : curvature g D D' = c) (hs : s < 0) (hK : c ≤ K) (hsK : -s ≤ 2 * K) :
    energy h g (mix D D' (optimalStep s c)) ≤ energy h g D - s ^ 2 / (4 * K) := by
  obtain ⟨-, -, hfull, hdamped⟩ := optimal_damping hg h D D' hS hC hs
  have hK0 : 0 < K := by linarith
  rcases le_or_gt (2 * c) (-s) with hc | hc
  · have h1 : s ^ 2 / (4 * K) ≤ -s / 2 := by
      rw [div_le_iff₀ (by positivity)]
      nlinarith [mul_nonneg (neg_pos.mpr hs).le (sub_nonneg.mpr hsK)]
    linarith [(hfull hc).2]
  · have hc0 : 0 < c := by linarith
    have h1 : s ^ 2 / (4 * K) ≤ s ^ 2 / (4 * c) := by gcongr
    linarith [(hdamped hc).2]
```

## An electron pair moved between two sites

A two-site model shows the damped branch with explicit numbers. The only nonzero integrals are those with all four indices equal, and their value is U.

```lean
/-- Two-electron integrals of two sites with on-site repulsion `U` only. -/
def onSite (U : ℝ) : Fin 2 → Fin 2 → Fin 2 → Fin 2 → ℝ :=
  fun p q r t => if p = q ∧ q = r ∧ r = t then U else 0
```

Set h = 0, so that the sites have equal energies and no hopping. Let D = diag(2, 0) and D' = diag(0, 2): the electron pair moves from the first site to the second. On each site, Coulomb minus half of exchange leaves U/2 times the occupation, so

G(D) = diag(U, 0), Δ = diag(−2, 2), G(Δ) = diag(−U, U).

Hence

s = −2U, c = ½(2U + 2U) = 2U, −s/(2c) = 1/2.

For U > 0 the slope is negative and 2c = 4U exceeds −s = 2U, so the step is damped. The best density on the segment is diag(1, 1), an average of one electron on each site, and the main theorem gives an energy decrease of s²/(4c) = U/2, from U to U/2. The remaining U/2 comes from the closed-shell functional, which treats each site as holding half an electron of each spin. Two electrons held on different sites would not repel at all in this model. The Lean proof checks the integral symmetry by going through all index values, and evaluates the traces directly.

```lean
/-- Two isolated sites with zero core Hamiltonian and on-site repulsion `U > 0`: the integrals have
the required permutation symmetry, and moving an electron pair from the first site to the second has
slope `-2U`, quadratic coefficient `2U` and optimal step `1/2`. -/
theorem optimal_damping_witness {U : ℝ} (hU : 0 < U) :
    IntegralSymmetry (onSite U) ∧
    slope 0 (onSite U) !![2, 0; 0, 0] !![0, 0; 0, 2] = -2 * U ∧
    curvature (onSite U) !![2, 0; 0, 0] !![0, 0; 0, 2] = 2 * U ∧
    optimalStep (-2 * U) (2 * U) = 1 / 2 := by
  refine ⟨⟨?_, ?_⟩, ?_, ?_, ?_⟩
  · intro p q r t
    fin_cases p <;> fin_cases q <;> fin_cases r <;> fin_cases t <;> simp [onSite]
  · intro p q r t
    fin_cases p <;> fin_cases q <;> fin_cases r <;> fin_cases t <;> simp [onSite]
  · simp [slope, fock, meanField, onSite, Matrix.trace_fin_two, Matrix.mul_apply,
      Fin.sum_univ_two, -mul_eq_mul_left_iff, -mul_eq_mul_right_iff]
    ring
  · simp [curvature, meanField, onSite, Matrix.trace_fin_two, Matrix.mul_apply,
      Fin.sum_univ_two, -mul_eq_mul_left_iff, -mul_eq_mul_right_iff]
    ring
  · rw [optimalStep, if_neg (by linarith), div_eq_div_iff (by positivity) (by norm_num)]
    ring

end

end OptimalDamping
```

```lean
#print axioms OptimalDamping.optimal_damping
#print axioms OptimalDamping.energy_decrease
```

```
'OptimalDamping.optimal_damping' depends on axioms: [propext, Classical.choice, Quot.sound]
'OptimalDamping.energy_decrease' depends on axioms: [propext, Classical.choice, Quot.sound]
```
